# A bond's Dzyaloshinskii-Moriya vector has no component perpendicular to a rotational symmetry axis through both sites

The theorem `rotation_axis_rule` concerns two spins coupled by a real 3×3 exchange matrix M, whose antisymmetric part gives the Dzyaloshinskii-Moriya vector D. Let R be the rotation about the z-axis by an angle θ with cos θ ≠ 1, and suppose that it leaves each site in place and the exchange matrix unchanged, RᵀMR = M. Then the x- and y-components of D are zero. The proof takes RD = D from `moriya_rules`, reads off its first two components as linear equations, and combines them with sin²θ + cos²θ = 1 to show that (1 − cos θ) times each of the two components of D vanishes.

An attempt in Lean 4 with a fault in it:

```lean
import Mathlib

open Matrix

namespace RotationAxisRule

noncomputable section

/-- The Dzyaloshinskii-Moriya vector of a bond with exchange matrix `M`, read off from the
antisymmetric part of `M`. -/
def dmVector (M : Matrix (Fin 3) (Fin 3) ℝ) : Fin 3 → ℝ :=
  ![(M 1 2 - M 2 1) / 2, (M 2 0 - M 0 2) / 2, (M 0 1 - M 1 0) / 2]

/-- The rotation by the angle `θ` about the z-axis. -/
def zRotation (θ : ℝ) : Matrix (Fin 3) (Fin 3) ℝ :=
  !![Real.cos θ, -Real.sin θ, 0; Real.sin θ, Real.cos θ, 0; 0, 0, 1]

/-- Transformation law of the Dzyaloshinskii-Moriya vector when both spins of the bond are
transformed by the same matrix `R`. -/
theorem mulVec_dmVector_congr (M R : Matrix (Fin 3) (Fin 3) ℝ) :
    R *ᵥ dmVector (Rᵀ * M * R) = R.det • dmVector M := by
  ext i
  fin_cases i <;>
    simp [dmVector, mulVec, dotProduct, Matrix.mul_apply, Fin.sum_univ_three,
      det_fin_three] <;> ring

/-- Exchanging the two sites of the bond reverses the Dzyaloshinskii-Moriya vector. -/
theorem dmVector_transpose (M : Matrix (Fin 3) (Fin 3) ℝ) :
    dmVector Mᵀ = -dmVector M := by
  ext i
  fin_cases i <;> simp [dmVector] <;> ring

/-- Moriya rules: let `R`, of determinant 1, act on the spins. If it leaves the exchange matrix
unchanged, it fixes `D`; if it does so up to an exchange of the sites, it reverses `D`. -/
theorem moriya_rules (M R : Matrix (Fin 3) (Fin 3) ℝ) (hdet : R.det = 1) :
    (Rᵀ * M * R = M → R *ᵥ dmVector M = dmVector M) ∧
    (Rᵀ * M * R = Mᵀ → R *ᵥ dmVector M = -dmVector M) := by
  have key := mulVec_dmVector_congr M R
  rw [hdet, one_smul] at key
  constructor
  · intro h
    rwa [h] at key
  · intro h
    rw [h, dmVector_transpose, mulVec_neg] at key
    exact neg_eq_iff_eq_neg.mp key

/-- If a rotation about the z-axis, by an angle that is not a multiple of a full turn, keeps the
sites and is a symmetry of the bond, then `D` has no x- and no y-component. -/
theorem rotation_axis_rule (M : Matrix (Fin 3) (Fin 3) ℝ) (θ : ℝ) (hθ : Real.cos θ ≠ 1)
    (h : (zRotation θ)ᵀ * M * zRotation θ = M) :
    dmVector M 0 = 0 ∧ dmVector M 1 = 0 := by
  have hsc := Real.sin_sq_add_cos_sq θ
  have hd : (zRotation θ).det = 1 := by
    simp [zRotation, det_fin_three]
    linear_combination hsc
  have e := (moriya_rules M _ hd).1 h
  generalize dmVector M = D at e ⊢
  have h0 : Real.cos θ * D 0 - Real.sin θ * D 1 = D 0 := by
    have e0 := congrFun e 0
    simp only [zRotation, mulVec, dotProduct, Fin.sum_univ_three] at e0
    norm_num at e0
    linarith
  have h1 : Real.sin θ * D 0 + Real.cos θ * D 1 = D 1 := by
    have e1 := congrFun e 1
    simp only [zRotation, mulVec, dotProduct, Fin.sum_univ_three] at e1
    norm_num at e1
    linarith
  have hc : 1 - Real.cos θ ≠ 0 := fun hz => hθ (by linarith)
  constructor
  · apply (mul_eq_zero.mp _).resolve_left hc
    linear_combination ((Real.cos θ - 1) / 2) * h0 + (Real.sin θ / 2) * h1 - (D 0 / 2) * hsc
  · apply (mul_eq_zero.mp _).resolve_left hc
    linear_combination ((Real.cos θ - 1) / 2) * h1 - (Real.sin θ / 2) * h0 - (D 1 / 2) * hsc

end

end RotationAxisRule
```

The compiler's answer:

```
Main.lean:62:4: error: linarith failed to find a contradiction
case h1
M : Matrix (Fin 3) (Fin 3) ℝ
θ : ℝ
hθ : Real.cos θ ≠ 1
h : (zRotation θ)ᵀ * M * zRotation θ = M
hsc : Real.sin θ ^ 2 + Real.cos θ ^ 2 = 1
hd : (zRotation θ).det = 1
D : Fin 3 → ℝ
e : zRotation θ *ᵥ D = D
e0 : Real.cos θ * D 0 + -(Real.sin θ * D 1) + ![Real.cos θ, -Real.sin θ, 0] 2 * D 2 = D 0
a✝ : Real.cos θ * D 0 - Real.sin θ * D 1 < D 0
⊢ False
failed
Main.lean:67:4: error: linarith failed to find a contradiction
case h1
M : Matrix (Fin 3) (Fin 3) ℝ
θ : ℝ
hθ : Real.cos θ ≠ 1
h : (zRotation θ)ᵀ * M * zRotation θ = M
hsc : Real.sin θ ^ 2 + Real.cos θ ^ 2 = 1
hd : (zRotation θ).det = 1
D : Fin 3 → ℝ
e : zRotation θ *ᵥ D = D
h0 : Real.cos θ * D 0 - Real.sin θ * D 1 = D 0
e1 : Real.sin θ * D 0 + Real.cos θ * D 1 + ![Real.sin θ, Real.cos θ, 0] 2 * D 2 = D 1
a✝ : Real.sin θ * D 0 + Real.cos θ * D 1 < D 1
⊢ False
failed
```

Diagnosis. Both errors have the same cause. The first two components of RD = D each contain a term with `D 2`, whose coefficient is the last entry of a row of the rotation matrix. That entry is 0, but `norm_num` leaves it unevaluated, as `![Real.cos θ, -Real.sin θ, 0] 2` in `e0` and `![Real.sin θ, Real.cos θ, 0] 2` in `e1`. The entries at 0 and 1 are evaluated because ordinary simp lemmas cover them; the index 2 needs the simplification procedure `Matrix.cons_val`, which `simp` runs by default and `norm_num` does not. `linarith` does not look up vector entries either, so for it the leftover product with `D 2` is an unknown quantity that could have any value, and the wanted equation doesn't follow.

In both places the repair replaces `norm_num` with `simp`, which evaluates the entry to 0 and removes the term. What remains is the wanted equation up to rearrangement, and `linarith` proves it.

After these edits no error is left:

```diff
@@ -59,10 +59,10 @@
     have e0 := congrFun e 0
     simp only [zRotation, mulVec, dotProduct, Fin.sum_univ_three] at e0
-    norm_num at e0
+    simp at e0
     linarith
   have h1 : Real.sin θ * D 0 + Real.cos θ * D 1 = D 1 := by
     have e1 := congrFun e 1
     simp only [zRotation, mulVec, dotProduct, Fin.sum_univ_three] at e1
-    norm_num at e1
+    simp at e1
     linarith
   have hc : 1 - Real.cos θ ≠ 0 := fun hz => hθ (by linarith)
```
